# Disentangling the spin-1/2 rotation $e^{t(J_+-J_-)}$ for $|t|<\pi/2$

To build a spin coherent state, one applies a rotation $e^{t(J_+-J_-)}$ to the spin-down state $|{\downarrow}\rangle$. Here $J_+$ and $J_-$ are the raising and lowering operators, $J_z$ is the spin component along $z$, all with $\hbar=1$, and $t$ is real. The calculation is short once the exponential is written as a product with the lowering operator on the right. For spin 1/2 and $|t|<\pi/2$,

$$e^{t(J_+-J_-)}=e^{\tan t\,J_+}\;e^{-2\log(\cos t)\,J_z}\;e^{-\tan t\,J_-}.$$

The right-hand factor leaves $|{\downarrow}\rangle$ unchanged because $J_-|{\downarrow}\rangle=0$. The middle one multiplies it by $\cos t$, and the left-hand one turns $|{\downarrow}\rangle$ into $|{\downarrow}\rangle+\tan t\,|{\uparrow}\rangle$. The result is $\cos t\,(|{\downarrow}\rangle+\tan t\,|{\uparrow}\rangle)$.

For a single electron in two orthonormal orbitals, the same algebra turns an orbital rotation into an excitation operator $e^{\tan t\,J_+}$ acting on the occupied orbital, times a normalisation factor.

## Comparing two matrices

It costs nothing to include a phase $u$ with $u\bar u=1$ and to study the displacement $D=e^{tG}$, where $G=uJ_+-\bar uJ_-$. The phase selects the rotation axis in the $xy$ plane. In the basis (up, down),

$$J_+=\begin{pmatrix}0&1\\0&0\end{pmatrix},\quad J_-=\begin{pmatrix}0&0\\1&0\end{pmatrix},\quad J_z=\begin{pmatrix}\tfrac12&0\\0&-\tfrac12\end{pmatrix},\quad G=\begin{pmatrix}0&u\\-\bar u&0\end{pmatrix}.$$

The normalised eigenvectors of $G$ are $(u,\pm i)/\sqrt2$, with eigenvalues $\pm i$. With the unnormalised eigenvectors as columns,

$$P=\begin{pmatrix}u&u\\i&-i\end{pmatrix},\qquad P^{-1}=\frac12\begin{pmatrix}\bar u&-i\\\bar u&i\end{pmatrix},\qquad tG=P\,(2it\,J_z)\,P^{-1}.$$

The exponential of $2it\,J_z$ is diagonal with entries $e^{it}$ and $e^{-it}$. Multiplying by $P$ and $P^{-1}$ and using Euler's formula gives

$$D=P\begin{pmatrix}e^{it}&0\\0&e^{-it}\end{pmatrix}P^{-1}=\begin{pmatrix}\cos t&u\sin t\\-\bar u\sin t&\cos t\end{pmatrix}.$$

For the other side, $J_+^2=J_-^2=0$, so $e^{aJ_+}=1+aJ_+$ and $e^{cJ_-}=1+cJ_-$ for complex $a$ and $c$. With a third complex coefficient $b$,

$$e^{aJ_+}e^{bJ_z}e^{cJ_-}=\begin{pmatrix}e^{b/2}&a\,e^{-b/2}\\0&e^{-b/2}\end{pmatrix}\begin{pmatrix}1&0\\c&1\end{pmatrix}=\begin{pmatrix}e^{b/2}+ac\,e^{-b/2}&a\,e^{-b/2}\\c\,e^{-b/2}&e^{-b/2}\end{pmatrix}.$$

The lower right entries agree if $e^{-b/2}=\cos t$, which $b=-2\log\cos t$ achieves. The off-diagonal entries then require $a=u\tan t$ and $c=-\bar u\tan t$. The upper left entry agrees as well:

$$\frac1{\cos t}-\tan^2t\,\cos t=\frac{1-\sin^2t}{\cos t}=\cos t.$$

Setting $u=1$ gives the stated formula. If $\cos t=0$, no choice of coefficients works, because the lower right entry of the product is an exponential and never vanishes.

## Spin matrices and the displacement in Lean

```lean
import Mathlib

open Matrix NormedSpace
open scoped ComplexConjugate

namespace SpinHalfDisentangling

noncomputable section
```

The three generators are explicit complex matrices. Lean's index 0 is spin up and index 1 is spin down.

```lean
/-- The spin-1/2 raising matrix `J₊`, in the basis (up, down). -/
def Jp : Matrix (Fin 2) (Fin 2) ℂ := !![0, 1; 0, 0]

/-- The spin-1/2 lowering matrix `J₋`. -/
def Jm : Matrix (Fin 2) (Fin 2) ℂ := !![0, 0; 1, 0]

/-- The spin-1/2 matrix `J_z`, in units of `ħ`. -/
def Jz : Matrix (Fin 2) (Fin 2) ℂ := !![1 / 2, 0; 0, -1 / 2]
```

The displacement uses Mathlib's matrix exponential, `NormedSpace.exp`. The real parameter `t` is half the rotation angle on the Bloch sphere. Since $J_+-J_-=2iJ_y$, the case `u = 1` is $e^{2itJ_y}$, a rotation about the $y$ axis.

```lean
/-- The displacement `exp (t (u J₊ - ū J₋))` with real parameter `t` and complex `u`. -/
def displacement (u : ℂ) (t : ℝ) : Matrix (Fin 2) (Fin 2) ℂ :=
  NormedSpace.exp ((t : ℂ) • (u • Jp - conj u • Jm))
```

The spin matrices of a higher spin are larger than the ones treated here, and the theorems do not cover them.

## Exponentials of the generators

The first lemma reduces an equation between matrices to four equations between complex numbers.

```lean
/-- Two 2 by 2 matrices agree if their four entries agree. -/
theorem entries_eq {a b c d a' b' c' d' : ℂ} (h₁ : a = a') (h₂ : b = b')
    (h₃ : c = c') (h₄ : d = d') : !![a, b; c, d] = !![a', b'; c', d'] := by
  rw [h₁, h₂, h₃, h₄]
```

For a matrix with square zero, every term of the exponential series from $n=2$ onwards contains the factor $A^2$. The lemma proves this as `hz` and replaces the infinite sum by its first two terms.

```lean
/-- The exponential series of a matrix with square zero stops after the linear term. -/
theorem exp_of_sq_zero {A : Matrix (Fin 2) (Fin 2) ℂ} (h : A * A = 0) :
    NormedSpace.exp A = 1 + A := by
  have hz : ∀ n ∉ Finset.range 2, ((n.factorial : ℂ)⁻¹) • A ^ n = 0 := by
    intro n hn
    have h2 : 2 ≤ n := not_lt.mp fun h' => hn (Finset.mem_range.mpr h')
    obtain ⟨k, rfl⟩ := Nat.exists_eq_add_of_le h2
    rw [pow_add, pow_two, h, zero_mul, smul_zero]
  rw [NormedSpace.exp_eq_tsum ℂ]
  exact (tsum_eq_sum hz).trans (by simp [Finset.sum_range_succ])
```

For $J_z$, Mathlib's `Matrix.exp_diagonal` moves the exponential onto the vector of diagonal entries. The step `hv` shows that the exponential of a vector is taken entry by entry.

```lean
/-- The exponential of `b J_z` is diagonal with entries `exp (b/2)` and `exp (-b/2)`. -/
theorem exp_Jz (b : ℂ) : NormedSpace.exp (b • Jz) =
    !![Complex.exp (b / 2), 0; 0, Complex.exp (-(b / 2))] := by
  have hd : ∀ x y : ℂ, !![x, 0; 0, y] = Matrix.diagonal ![x, y] := by
    intro x y
    ext i j
    fin_cases i <;> fin_cases j <;> simp
  have hb : b • Jz = !![b / 2, 0; 0, -(b / 2)] := by
    ext i j
    fin_cases i <;> fin_cases j <;> simp [Jz] <;> ring
  -- the exponential series of a vector is summed entry by entry
  have hv : ∀ (v : Fin 2 → ℂ) (i : Fin 2), NormedSpace.exp v i = Complex.exp (v i) := by
    intro v i
    have hs : Summable fun n : ℕ => ((n.factorial : ℂ)⁻¹) • v ^ n :=
      Pi.summable.mpr fun j => NormedSpace.expSeries_summable' (𝕂 := ℂ) (v j)
    rw [Complex.exp_eq_exp_ℂ, NormedSpace.exp_eq_tsum ℂ, NormedSpace.exp_eq_tsum ℂ]
    exact tsum_apply hs
  rw [hb, hd (b / 2), hd (Complex.exp (b / 2)), Matrix.exp_diagonal]
  congr 1
  funext i
  rw [hv]
  fin_cases i <;> rfl
```

## The displacement as cosines and sines

The hypothesis `hu` states $u\bar u=1$. The matrices `P` and `Q` are $P$ and $P^{-1}$ from above, `hPQ` checks that they are inverse to each other, and `hK` is the similarity $tG=P(2itJ_z)P^{-1}$. `Matrix.exp_units_conj` takes the exponential through the similarity, and `e1` and `e2` are Euler's formula for the two eigenvalues. The tactic `linear_combination` proves each remaining entry by naming the multiple of $u\bar u=1$ or $i^2=-1$ that accounts for the difference between the two sides.

```lean
/-- For a phase `u`, the displacement is a matrix of cosines and sines of `t`. -/
theorem displacement_eq {u : ℂ} (hu : u * conj u = 1) (t : ℝ) :
    displacement u t = !![(Real.cos t : ℂ), u * (Real.sin t : ℂ);
      -(conj u * (Real.sin t : ℂ)), (Real.cos t : ℂ)] := by
  unfold displacement
  generalize conj u = v at *
  have hI := Complex.I_sq
  -- the columns of P are the eigenvectors of the generator, and Q is its inverse
  let P : Matrix (Fin 2) (Fin 2) ℂ := !![u, u; Complex.I, -Complex.I]
  let Q : Matrix (Fin 2) (Fin 2) ℂ := !![v / 2, -Complex.I / 2; v / 2, Complex.I / 2]
  have hPQ : P * Q = 1 := by
    simp only [P, Q]
    rw [Matrix.mul_fin_two, Matrix.one_fin_two]
    refine entries_eq ?_ ?_ ?_ ?_
    · linear_combination hu
    · ring
    · ring
    · linear_combination -hI
  have hD : (2 * (t : ℂ) * Complex.I) • Jz =
      !![(t : ℂ) * Complex.I, 0; 0, -((t : ℂ) * Complex.I)] := by
    ext i j
    fin_cases i <;> fin_cases j <;> simp [Jz] <;> ring
  have hG : (t : ℂ) • (u • Jp - v • Jm) = !![0, (t : ℂ) * u; -((t : ℂ) * v), 0] := by
    ext i j
    fin_cases i <;> fin_cases j <;> simp [Jp, Jm]
  have hK : (t : ℂ) • (u • Jp - v • Jm) = P * ((2 * (t : ℂ) * Complex.I) • Jz) * Q := by
    rw [hG, hD]
    simp only [P, Q]
    rw [Matrix.mul_fin_two, Matrix.mul_fin_two]
    refine entries_eq ?_ ?_ ?_ ?_
    · ring
    · linear_combination (u * t) * hI
    · linear_combination (-(v * t)) * hI
    · ring
  have hconj : NormedSpace.exp (P * ((2 * (t : ℂ) * Complex.I) • Jz) * Q) =
      P * NormedSpace.exp ((2 * (t : ℂ) * Complex.I) • Jz) * Q :=
    Matrix.exp_units_conj ⟨P, Q, hPQ, mul_eq_one_comm.mp hPQ⟩ _
  -- Euler's formula for the two eigenvalues
  have e1 : Complex.exp (2 * (t : ℂ) * Complex.I / 2) =
      (Real.cos t : ℂ) + (Real.sin t : ℂ) * Complex.I := by
    rw [show 2 * (t : ℂ) * Complex.I / 2 = t * Complex.I by ring, Complex.exp_mul_I,
      Complex.ofReal_cos, Complex.ofReal_sin]
  have e2 : Complex.exp (-(2 * (t : ℂ) * Complex.I / 2)) =
      (Real.cos t : ℂ) - (Real.sin t : ℂ) * Complex.I := by
    rw [show -(2 * (t : ℂ) * Complex.I / 2) = (-(t : ℂ)) * Complex.I by ring,
      Complex.exp_mul_I, Complex.cos_neg, Complex.sin_neg,
      Complex.ofReal_cos, Complex.ofReal_sin]
    ring
  rw [hK, hconj, exp_Jz, e1, e2]
  simp only [P, Q]
  rw [Matrix.mul_fin_two, Matrix.mul_fin_two]
  refine entries_eq ?_ ?_ ?_ ?_
  · linear_combination (Real.cos t : ℂ) * hu
  · linear_combination (-(u * (Real.sin t : ℂ))) * hI
  · linear_combination (v * (Real.sin t : ℂ)) * hI
  · linear_combination (-(Real.cos t : ℂ)) * hI
```

## The Gauss product and its coefficients

The product of the three factors is evaluated for arbitrary complex `a`, `b` and `c`. The steps `hp` and `hm` supply the vanishing squares, so that both ladder exponentials become linear.

```lean
/-- The Gauss product `exp (a J₊) exp (b J_z) exp (c J₋)`, multiplied out. -/
theorem gauss_product (a b c : ℂ) :
    NormedSpace.exp (a • Jp) * NormedSpace.exp (b • Jz) * NormedSpace.exp (c • Jm) =
      !![Complex.exp (b / 2) + a * c * Complex.exp (-(b / 2)), a * Complex.exp (-(b / 2));
        c * Complex.exp (-(b / 2)), Complex.exp (-(b / 2))] := by
  have hp : (a • Jp) * (a • Jp) = 0 := by
    ext i j
    fin_cases i <;> fin_cases j <;> simp [Jp, Matrix.mul_apply, Fin.sum_univ_two]
  have hm : (c • Jm) * (c • Jm) = 0 := by
    ext i j
    fin_cases i <;> fin_cases j <;> simp [Jm, Matrix.mul_apply, Fin.sum_univ_two]
  have h1 : 1 + a • Jp = !![1, a; 0, 1] := by
    ext i j
    fin_cases i <;> fin_cases j <;> simp [Jp]
  have h2 : 1 + c • Jm = !![1, 0; c, 1] := by
    ext i j
    fin_cases i <;> fin_cases j <;> simp [Jm]
  rw [exp_of_sq_zero hp, exp_of_sq_zero hm, exp_Jz, h1, h2, Matrix.mul_fin_two,
    Matrix.mul_fin_two]
  refine entries_eq ?_ ?_ ?_ ?_ <;> ring
```

The general decomposition holds for every phase and every real `t` with $\cos t\neq0$. It uses the complex logarithm because $\cos t$ may be negative; Lean's real logarithm would return $\log|\cos t|$ there and give the wrong sign. The proof rewrites both sides as explicit matrices and compares entries. The facts used are `hT`, which is $\tan t\cos t=\sin t$, `hcs`, which is $\cos^2t+\sin^2t=1$, and `hd`, which is $(\cos t)^{-1}\cos t=1$. The proof of the upper left entry uses all three, together with $u\bar u=1$.

```lean
/-- Gauss decomposition of the displacement for any phase `u` and any `t` with
`cos t ≠ 0`, with the complex logarithm of `cos t`. -/
theorem gauss_decomposition {u : ℂ} (hu : u * conj u = 1) {t : ℝ} (ht : Real.cos t ≠ 0) :
    displacement u t = NormedSpace.exp ((u * (Real.tan t : ℂ)) • Jp) *
      NormedSpace.exp ((-2 * Complex.log (Real.cos t : ℂ)) • Jz) *
      NormedSpace.exp ((-(conj u * (Real.tan t : ℂ))) • Jm) := by
  have hc : (Real.cos t : ℂ) ≠ 0 := Complex.ofReal_ne_zero.mpr ht
  have hT : (Real.tan t : ℂ) * (Real.cos t : ℂ) = (Real.sin t : ℂ) := by
    rw [← Complex.ofReal_mul, Real.tan_mul_cos ht]
  have hcs : (Real.cos t : ℂ) ^ 2 + (Real.sin t : ℂ) ^ 2 = 1 := by
    rw [← Complex.ofReal_pow, ← Complex.ofReal_pow, ← Complex.ofReal_add,
      Real.cos_sq_add_sin_sq, Complex.ofReal_one]
  rw [displacement_eq hu, gauss_product,
    show -2 * Complex.log (Real.cos t : ℂ) / 2 = -Complex.log (Real.cos t : ℂ) by ring,
    neg_neg, Complex.exp_neg, Complex.exp_log hc]
  have hd := inv_mul_cancel₀ hc
  generalize (Real.cos t : ℂ)⁻¹ = d at *
  generalize (Real.cos t : ℂ) = c at *
  generalize (Real.sin t : ℂ) = s at *
  generalize (Real.tan t : ℂ) = T at *
  refine entries_eq ?_ ?_ ?_ rfl
  · linear_combination (T ^ 2 * c) * hu + d * hcs - (c + T ^ 2 * c) * hd +
      d * (T * c + s) * hT
  · linear_combination (-u) * hT
  · linear_combination (conj u) * hT
```

For $|t|<\pi/2$ the cosine is positive, so the complex logarithm equals the real one. Setting `u := 1` then gives the formula from the beginning, with real coefficients.

```lean
/-- The disentangling formula for spin 1/2: for `|t| < π/2`, the exponential of
`t (J₊ - J₋)` factors into raising, diagonal and lowering exponentials. -/
theorem disentangling {t : ℝ} (ht : |t| < Real.pi / 2) :
    NormedSpace.exp ((t : ℂ) • (Jp - Jm)) =
      NormedSpace.exp ((Real.tan t : ℂ) • Jp) *
      NormedSpace.exp ((-2 * (Real.log (Real.cos t) : ℂ)) • Jz) *
      NormedSpace.exp ((-(Real.tan t : ℂ)) • Jm) := by
  have hc : 0 < Real.cos t := Real.cos_pos_of_mem_Ioo
    ⟨by linarith [(abs_lt.mp ht).1], (abs_lt.mp ht).2⟩
  have h := gauss_decomposition (u := 1) (by simp) hc.ne'
  rw [← Complex.ofReal_log hc.le] at h
  simp only [displacement, map_one, one_smul, one_mul] at h
  exact h
```

The next theorem settles for which `t` a decomposition exists, whatever complex coefficients are allowed. In one direction, `h22` reads off the lower right entry and contradicts $\cos t=0$. The other direction is the decomposition just proved. At $t=\pi/2$, for example, the displacement is a perfectly good unitary matrix that takes spin down to spin up up to a phase, but it has no factorisation of this form. Exchanging the two ladder factors does not help, because the upper left entry of the product is then an exponential.

```lean
/-- For a phase `u`, the displacement has a Gauss decomposition with some complex
coefficients if and only if `cos t ≠ 0`. -/
theorem gauss_exists_iff {u : ℂ} (hu : u * conj u = 1) (t : ℝ) :
    (∃ a b c : ℂ, displacement u t = NormedSpace.exp (a • Jp) *
      NormedSpace.exp (b • Jz) * NormedSpace.exp (c • Jm)) ↔ Real.cos t ≠ 0 := by
  constructor
  · rintro ⟨a, b, c, h⟩ h0
    rw [displacement_eq hu, gauss_product] at h
    -- the lower right entry of a Gauss product never vanishes
    have h22 : (Real.cos t : ℂ) = Complex.exp (-(b / 2)) := congrFun (congrFun h 1) 1
    rw [h0, Complex.ofReal_zero] at h22
    exact Complex.exp_ne_zero _ h22.symm
  · intro ht
    exact ⟨_, _, _, gauss_decomposition hu ht⟩
```

## The coherent state and the rotated $J_z$

The symbol `*ᵥ` is a matrix acting on a vector, and `![0, 1]` is $|{\downarrow}\rangle$. The theorem reads

$$D|{\downarrow}\rangle=\cos t\,\bigl(u\tan t\,|{\uparrow}\rangle+|{\downarrow}\rangle\bigr).$$

This vector has norm one, since its components are $u\sin t$ and $\cos t$. The proof takes the second column of the cosine and sine matrix and substitutes $\sin t=\tan t\cos t$, so it does not pass through the three factors. The condition $\cos t\neq0$ is there for the tangent.

```lean
/-- For a phase `u` and `cos t ≠ 0`, the displacement turns the spin-down state into the
spin coherent state `cos t (u tan t |up⟩ + |down⟩)`. -/
theorem coherent_state {u : ℂ} (hu : u * conj u = 1) {t : ℝ} (ht : Real.cos t ≠ 0) :
    displacement u t *ᵥ ![0, 1] = (Real.cos t : ℂ) • ![u * (Real.tan t : ℂ), 1] := by
  have hT : (Real.tan t : ℂ) * (Real.cos t : ℂ) = (Real.sin t : ℂ) := by
    rw [← Complex.ofReal_mul, Real.tan_mul_cos ht]
  rw [displacement_eq hu, ← hT]
  generalize (Real.cos t : ℂ) = c
  generalize (Real.tan t : ℂ) = T
  ext i
  fin_cases i <;> simp [Matrix.mulVec, dotProduct, Fin.sum_univ_two]
  ring
```

The adjoint action is conjugation of an operator by the displacement. Since $D(-t)=D(t)^{-1}$, the last theorem states

$$D(t)\,J_z\,D(t)^{-1}=\cos 2t\,J_z-\sin 2t\;\frac{uJ_++\bar uJ_-}{2}.$$

For $u=1$ the transverse operator is $J_x$. By hand, one multiplies the three matrices. The diagonal entries are $\pm\tfrac12(\cos^2t-\sin^2t)$ after using $u\bar u=1$, and the off-diagonal ones are $-u\sin t\cos t$ and $-\bar u\sin t\cos t$. The double-angle formulas finish the calculation. In Lean, `hR` writes the right-hand side as one matrix, and the four entries are then compared. No condition on $\cos t$ is required.

```lean
/-- Adjoint action: for a phase `u`, conjugation by the displacement rotates `J_z` by the
angle `2t` towards the transverse component `(u J₊ + ū J₋)/2`, with a minus sign. -/
theorem adjoint_action_Jz {u : ℂ} (hu : u * conj u = 1) (t : ℝ) :
    displacement u t * Jz * displacement u (-t) = (Real.cos (2 * t) : ℂ) • Jz -
      ((Real.sin (2 * t) : ℂ) / 2) • (u • Jp + conj u • Jm) := by
  have hR : ∀ x y v : ℂ, x • Jz - y • (u • Jp + v • Jm) =
      !![x / 2, -(y * u); -(y * v), -(x / 2)] := by
    intro x y v
    ext i j
    fin_cases i <;> fin_cases j <;> simp [Jz, Jp, Jm] <;> ring
  rw [hR, displacement_eq hu, displacement_eq hu, Real.cos_neg, Real.sin_neg,
    Real.cos_two_mul', Real.sin_two_mul, Complex.ofReal_neg, Complex.ofReal_sub,
    Complex.ofReal_pow, Complex.ofReal_pow, Complex.ofReal_mul, Complex.ofReal_mul,
    Complex.ofReal_ofNat, Jz, Matrix.mul_fin_two, Matrix.mul_fin_two]
  refine entries_eq ?_ ?_ ?_ ?_
  · linear_combination (-((Real.sin t : ℂ) ^ 2 / 2)) * hu
  · ring
  · ring
  · linear_combination ((Real.sin t : ℂ) ^ 2 / 2) * hu

end

end SpinHalfDisentangling
```

```lean
#print axioms SpinHalfDisentangling.disentangling
-- 'SpinHalfDisentangling.disentangling' depends on axioms: [propext, Classical.choice, Quot.sound]
#print axioms SpinHalfDisentangling.gauss_exists_iff
-- 'SpinHalfDisentangling.gauss_exists_iff' depends on axioms: [propext, Classical.choice, Quot.sound]
#print axioms SpinHalfDisentangling.coherent_state
-- 'SpinHalfDisentangling.coherent_state' depends on axioms: [propext, Classical.choice, Quot.sound]
#print axioms SpinHalfDisentangling.adjoint_action_Jz
-- 'SpinHalfDisentangling.adjoint_action_Jz' depends on axioms: [propext, Classical.choice, Quot.sound]
```
